# An open nearest-neighbour chain with one orbital per site and real, nonzero hoppings has no degenerate one-particle level

When two states of a chain share an energy, that energy no longer determines a state. A diagonalisation routine returns some orthonormal pair from a plane of solutions, the site densities of each vector depend on which pair it happened to pick, and non-degenerate perturbation theory meets a vanishing denominator. With arbitrary on-site energies there is no spatial symmetry to consult, so it is not obvious from the matrix whether such a coincidence can occur.

Spin aside, for one particle on a finite open chain with one orbital per site, all orbitals orthonormal, and hopping only between nearest neighbours it cannot, provided that none of these hoppings is zero. The reason is that, at a given energy, the amplitude on the first site fixes all the others. In a finite, non-interacting model of this kind, such as the Hückel treatment of a linear polyene, each orbital is therefore determined by its energy up to a factor.

```lean
import Mathlib

open Matrix

namespace TightBindingChain

noncomputable section
```

## The chain and its Hamiltonian

Let the sites be $0,\dots,n$, with real on-site energies $\varepsilon_k$ and a real hopping $t_k$ between sites $k$ and $k+1$. The Hamiltonian has the entries

$$H_{ij}=\varepsilon_i\,\delta_{i,j}+t_i\,\delta_{i+1,j}+t_j\,\delta_{j+1,i}.$$

In the code `ε` and `t` are sequences indexed by all natural numbers, but only $\varepsilon_0,\dots,\varepsilon_n$ and $t_0,\dots,t_{n-1}$ enter the matrix. Every real symmetric tridiagonal matrix of size $n+1$ has this form. The type `Fin (n + 1)` is the set of sites, so the shortest chain, $n=0$, is a single site. The signs of the hoppings are free. The orbitals are taken to be orthonormal, so the Schrödinger equation is $H\psi=E\psi$, without an overlap matrix. Rings, longer-range hopping and several orbitals per site are not covered, and spin is left out.

```lean
/-- Hamiltonian of an open chain with sites `0, …, n`, on-site energies `ε k`, and
hopping `t k` between the sites `k` and `k + 1`. -/
def chain (ε t : ℕ → ℝ) (n : ℕ) : Matrix (Fin (n + 1)) (Fin (n + 1)) ℝ :=
  Matrix.of fun i j =>
    (if (i : ℕ) = (j : ℕ) then ε i else 0) + (if (i : ℕ) + 1 = (j : ℕ) then t i else 0)
      + (if (j : ℕ) + 1 = (i : ℕ) then t j else 0)
```

## The matrix that advances the amplitudes

Write $\psi_k$ for the amplitude on site $k$ and $E$ for a real energy. On the interior site $k+1$ the Schrödinger equation $H\psi=E\psi$ reads

$$t_k\psi_k+\varepsilon_{k+1}\psi_{k+1}+t_{k+1}\psi_{k+2}=E\psi_{k+1}.$$

It involves three consecutive amplitudes, and if $t_{k+1}\neq0$ the first two determine the third. Solving for $\psi_{k+2}$ and keeping $\psi_{k+1}$ as the second component gives the transfer matrix

$$T_k(E)=\begin{pmatrix}\dfrac{E-\varepsilon_{k+1}}{t_{k+1}} & -\dfrac{t_k}{t_{k+1}}\\[2mm] 1&0\end{pmatrix}.$$

The index $k$ labels the left-hand site of the three, and the matrix leads across site $k+1$. Lean accepts the definition even for $t_{k+1}=0$, where its division returns zero; the theorem that uses the matrix assumes $t_{k+1}\neq0$.

```lean
/-- Transfer matrix at energy `E` across the site `k + 1`. -/
def transfer (ε t : ℕ → ℝ) (E : ℝ) (k : ℕ) : Matrix (Fin 2) (Fin 2) ℝ :=
  !![(E - ε (k + 1)) / t (k + 1), -t k / t (k + 1); 1, 0]
```

## The Schrödinger equation site by site

Each row of $H\psi$ is a sum over all sites, split into an on-site part and two hopping parts. In each part the Kronecker delta leaves at most one term. If a condition $p(j)$ holds exactly for $j=a$, then

$$\sum_j [p(j)]\,c_j\psi_j=c_a\psi_a,$$

where $[p(j)]$ is 1 if the condition holds and 0 otherwise. The lemma isolates the term $j=a$ and shows that all the others are zero.

```lean
/-- A sum over sites in which only the site `a` contributes. -/
lemma sum_site {N : ℕ} (p : Fin N → Prop) [DecidablePred p] (c ψ : Fin N → ℝ)
    (a : ℕ) (ha : a < N) (hp : ∀ j : Fin N, p j ↔ (j : ℕ) = a) :
    ∑ j, (if p j then c j else 0) * ψ j = c ⟨a, ha⟩ * ψ ⟨a, ha⟩ := by
  rw [Finset.sum_eq_single (⟨a, ha⟩ : Fin N)]
  · rw [if_pos ((hp _).2 rfl)]
  · intro j _ hj
    rw [if_neg (fun h => hj (Fin.ext ((hp j).1 h))), zero_mul]
  · intro h
    exact absurd (Finset.mem_univ _) h
```

The first site has no left neighbour. For a chain of at least two sites, its row is

$$(H\psi)_0=\varepsilon_0\psi_0+t_0\psi_1.$$

The proof evaluates the on-site sum and the sum for the bond to the right with `sum_site`. The remaining delta would require $j+1=0$, which no site satisfies.

```lean
/-- In a chain of at least two sites, the component of `H ψ` on the first site is the on-site term
plus the hopping term from the second site. -/
theorem chain_edge (ε t : ℕ → ℝ) {n : ℕ} (ψ : Fin (n + 1) → ℝ) (h : 1 < n + 1) :
    (chain ε t n *ᵥ ψ) 0 = ε 0 * ψ 0 + t 0 * ψ ⟨1, h⟩ := by
  have h1 : ∑ j : Fin (n + 1), (if 0 = (j : ℕ) then ε 0 else 0) * ψ j = ε 0 * ψ 0 :=
    sum_site (fun j : Fin (n + 1) => 0 = (j : ℕ)) (fun _ => ε 0) ψ 0 (by omega)
      (fun j => by omega)
  have h2 : ∑ j : Fin (n + 1), (if 1 = (j : ℕ) then t 0 else 0) * ψ j = t 0 * ψ ⟨1, h⟩ :=
    sum_site (fun j : Fin (n + 1) => 1 = (j : ℕ)) (fun _ => t 0) ψ 1 h (fun j => by omega)
  have h0 : (chain ε t n *ᵥ ψ) 0 = ∑ j : Fin (n + 1),
      ((if 0 = (j : ℕ) then ε 0 else 0) + (if 1 = (j : ℕ) then t 0 else 0)
        + (if (j : ℕ) + 1 = 0 then t j else 0)) * ψ j := rfl
  rw [h0, ← h1, ← h2, ← Finset.sum_add_distrib]
  refine Finset.sum_congr rfl (fun j _ => ?_)
  rw [if_neg (Nat.succ_ne_zero (j : ℕ))]
  ring
```

On an interior site $k+1$, with $k+2\le n$, all three parts contribute:

$$(H\psi)_{k+1}=t_k\psi_k+\varepsilon_{k+1}\psi_{k+1}+t_{k+1}\psi_{k+2}.$$

The proof applies `sum_site` three times and adds the results.

```lean
/-- The component of `H ψ` on an interior site is the on-site term plus the hopping terms from the
two neighbouring sites. -/
theorem chain_bulk (ε t : ℕ → ℝ) {n : ℕ} (ψ : Fin (n + 1) → ℝ) (k : ℕ) (h : k + 2 < n + 1) :
    (chain ε t n *ᵥ ψ) ⟨k + 1, by omega⟩ =
      t k * ψ ⟨k, by omega⟩ + ε (k + 1) * ψ ⟨k + 1, by omega⟩ + t (k + 1) * ψ ⟨k + 2, h⟩ := by
  have h1 : ∑ j : Fin (n + 1), (if (j : ℕ) + 1 = k + 1 then t j else 0) * ψ j
      = t k * ψ ⟨k, by omega⟩ :=
    sum_site (fun j : Fin (n + 1) => (j : ℕ) + 1 = k + 1) (fun j => t j) ψ k (by omega)
      (fun j => by omega)
  have h2 : ∑ j : Fin (n + 1), (if k + 1 = (j : ℕ) then ε (k + 1) else 0) * ψ j
      = ε (k + 1) * ψ ⟨k + 1, by omega⟩ :=
    sum_site (fun j : Fin (n + 1) => k + 1 = (j : ℕ)) (fun _ => ε (k + 1)) ψ (k + 1)
      (by omega) (fun j => by omega)
  have h3 : ∑ j : Fin (n + 1), (if k + 2 = (j : ℕ) then t (k + 1) else 0) * ψ j
      = t (k + 1) * ψ ⟨k + 2, h⟩ :=
    sum_site (fun j : Fin (n + 1) => k + 2 = (j : ℕ)) (fun _ => t (k + 1)) ψ (k + 2) h
      (fun j => by omega)
  have h0 : (chain ε t n *ᵥ ψ) ⟨k + 1, by omega⟩ = ∑ j : Fin (n + 1),
      ((if k + 1 = (j : ℕ) then ε (k + 1) else 0) + (if k + 2 = (j : ℕ) then t (k + 1) else 0)
        + (if (j : ℕ) + 1 = k + 1 then t j else 0)) * ψ j := rfl
  rw [h0, ← h1, ← h2, ← h3, ← Finset.sum_add_distrib, ← Finset.sum_add_distrib]
  exact Finset.sum_congr rfl (fun j _ => by ring)
```

## One step along the chain

Now let $H\psi=E\psi$ and $t_{k+1}\neq0$. Moving the known amplitudes to the right-hand side and dividing by the hopping gives

$$\psi_{k+2}=\frac{(E-\varepsilon_{k+1})\psi_{k+1}-t_k\psi_k}{t_{k+1}}.$$

Together with the identity $\psi_{k+1}=\psi_{k+1}$ this is

$$\begin{pmatrix}\psi_{k+2}\\ \psi_{k+1}\end{pmatrix}=T_k(E)\begin{pmatrix}\psi_{k+1}\\ \psi_k\end{pmatrix}.$$

In the code the eigenvalue equation is `chain ε t n *ᵥ ψ = E • ψ`. The proof takes its component on site $k+1$, rewrites it with the interior formula, and obtains the next amplitude as `key`: `eq_div_iff` clears the denominator, and `linear_combination` recognises what is left as the Schrödinger equation. The two components of the vector identity are then compared separately.

```lean
/-- The transfer matrix carries the amplitudes of an eigenvector on two neighbouring sites one site
further along the chain, provided that the hopping `t (k + 1)` is nonzero. -/
theorem transfer_step {ε t : ℕ → ℝ} {n : ℕ} {E : ℝ} {ψ : Fin (n + 1) → ℝ}
    (hψ : chain ε t n *ᵥ ψ = E • ψ) (k : ℕ) (h : k + 2 < n + 1) (ht : t (k + 1) ≠ 0) :
    ![ψ ⟨k + 2, h⟩, ψ ⟨k + 1, by omega⟩] =
      transfer ε t E k *ᵥ ![ψ ⟨k + 1, by omega⟩, ψ ⟨k, by omega⟩] := by
  have hk := congrFun hψ ⟨k + 1, by omega⟩
  rw [chain_bulk ε t ψ k h, Pi.smul_apply, smul_eq_mul] at hk
  -- solve the Schrödinger equation on site `k + 1` for the next amplitude
  have key : ψ ⟨k + 2, h⟩ = ((E - ε (k + 1)) * ψ ⟨k + 1, by omega⟩
      - t k * ψ ⟨k, by omega⟩) / t (k + 1) := by
    rw [eq_div_iff ht]
    linear_combination hk
  rw [key]
  ext i
  fin_cases i
  · simp [transfer, Matrix.mulVec, dotProduct, Fin.sum_univ_two]
    ring
  · simp [transfer, Matrix.mulVec, dotProduct, Fin.sum_univ_two]
```

## A zero on the first site spreads along the whole chain

Assume that $t_k\neq0$ for all $k<n$ and that $\psi_0=0$. If the chain has a second site, the equation on the first site becomes

$$\varepsilon_0\cdot0+t_0\psi_1=E\cdot0,$$

so $t_0\psi_1=0$, and hence $\psi_1=0$. The pair $(\psi_1,\psi_0)$ is zero. If $(\psi_{k+1},\psi_k)$ is zero, then

$$\begin{pmatrix}\psi_{k+2}\\ \psi_{k+1}\end{pmatrix}=T_k(E)\begin{pmatrix}0\\0\end{pmatrix}=\begin{pmatrix}0\\0\end{pmatrix}.$$

By induction every amplitude vanishes. For a single site, $\psi_0=0$ is already the whole claim.

The hypothesis `ht : ∀ k < n, t k ≠ 0` says that no bond of the chain is cut. In the proof, `pair` is the induction over neighbouring pairs: its case `zero` is the edge equation and its case `succ` is the transfer step. In a chain of two or more sites, the equation on the last site is never used. That equation decides which energies are allowed, whereas the argument here works at any given $E$.

```lean
/-- If no hopping vanishes, a solution of the eigenvalue equation with zero amplitude on
the first site is zero on the whole chain. -/
theorem eq_zero_of_first_eq_zero {ε t : ℕ → ℝ} {n : ℕ} (ht : ∀ k < n, t k ≠ 0) {E : ℝ}
    {ψ : Fin (n + 1) → ℝ} (hψ : chain ε t n *ᵥ ψ = E • ψ) (h0 : ψ 0 = 0) : ψ = 0 := by
  have pair : ∀ k, ∀ h : k + 1 < n + 1, ψ ⟨k + 1, h⟩ = 0 ∧ ψ ⟨k, by omega⟩ = 0 := by
    intro k
    induction k with
    | zero =>
      intro h
      have he := congrFun hψ 0
      rw [chain_edge ε t ψ h, Pi.smul_apply, h0, smul_zero, mul_zero, zero_add] at he
      exact ⟨(mul_eq_zero.1 he).resolve_left (ht 0 (by omega)), h0⟩
    | succ k ih =>
      intro h
      have hk := ih (by omega)
      -- the transfer matrix maps the zero pair to the zero pair
      have hT := transfer_step hψ k h (ht (k + 1) (by omega))
      rw [hk.1, hk.2] at hT
      have h2 : ψ ⟨k + 2, h⟩ = 0 := by
        simpa [Matrix.mulVec, dotProduct, Fin.sum_univ_two] using congrFun hT 0
      exact ⟨h2, hk.1⟩
  ext i
  obtain ⟨k, hk⟩ := i
  cases k with
  | zero => exact h0
  | succ k => exact (pair k hk).1
```

## At most one independent state per energy

Let $V_E$ be the space of all $\psi$ with $H\psi=E\psi$, and consider the linear map

$$f:V_E\to\mathbb R,\qquad f(\psi)=\psi_0.$$

If $f(\psi)=0$, the previous result gives $\psi=0$. So $f$ is injective, and

$$\dim V_E\le\dim\mathbb R=1.$$

In Lean, `Matrix.toLin'` turns the matrix into a linear map, `Module.End.eigenspace` is $V_E$, and `Module.finrank` is its dimension. The energy `E` is any real number; if it is not an eigenvalue, the dimension is zero. The proof builds `f` by restricting the projection onto site 0 to the eigenspace, shows that only the zero vector is sent to zero, and compares dimensions.

The amplitudes are real. This hides no degeneracy, since the real and imaginary parts of a complex solution at real $E$ solve the same equation separately, though that remark is an argument in prose and not one of the theorems.

```lean
/-- If no hopping vanishes, every eigenspace of the chain has dimension at most one. -/
theorem finrank_eigenspace_le_one (ε : ℕ → ℝ) {t : ℕ → ℝ} {n : ℕ} (ht : ∀ k < n, t k ≠ 0)
    (E : ℝ) :
    Module.finrank ℝ (Module.End.eigenspace (Matrix.toLin' (chain ε t n)) E) ≤ 1 := by
  -- reading off the first amplitude is injective on the eigenspace
  let f : Module.End.eigenspace (Matrix.toLin' (chain ε t n)) E →ₗ[ℝ] ℝ :=
    (LinearMap.proj (R := ℝ) (φ := fun _ : Fin (n + 1) => ℝ) 0).comp (Submodule.subtype _)
  have hf : Function.Injective f := by
    refine (injective_iff_map_eq_zero f).2 (fun v hv => Subtype.ext ?_)
    have hE := Module.End.mem_eigenspace_iff.1 v.2
    rw [Matrix.toLin'_apply] at hE
    exact eq_zero_of_first_eq_zero ht hE hv
  exact (LinearMap.finrank_le_finrank_of_injective hf).trans_eq (Module.finrank_self ℝ)
```

## All $n+1$ levels are different

The list of levels used below, and the orthonormal eigenvectors that go with it, are supplied by Mathlib for Hermitian matrices, so the first step is to check that $H$ is Hermitian. Its entries are real, and exchanging $i$ and $j$ leaves the diagonal alone and swaps the two hopping terms, so $H_{ji}=H_{ij}$. The proof makes the same distinction between diagonal and off-diagonal entries.

```lean
/-- The Hamiltonian of the chain is Hermitian. -/
theorem chain_isHermitian (ε t : ℕ → ℝ) (n : ℕ) : (chain ε t n).IsHermitian := by
  refine Matrix.IsHermitian.ext (fun i j => ?_)
  rw [star_trivial]
  by_cases h : (i : ℕ) = (j : ℕ)
  · have hij : i = j := Fin.ext h
    subst hij
    rfl
  · have h' : ¬ (j : ℕ) = (i : ℕ) := fun e => h e.symm
    simp only [chain, Matrix.of_apply, if_neg h, if_neg h']
    ring
```

A Hermitian matrix has an orthonormal basis of eigenvectors $b_0,\dots,b_n$ with energies $E_0,\dots,E_n$. Suppose that $E_i=E_j$ for some $i\neq j$. Write $u=b_i$ and $v=b_j$, with first amplitudes $u_0$ and $v_0$, and form

$$w=v_0\,u-u_0\,v.$$

Both vectors have the same energy, so $Hw=E_jw$. On the first site $w_0=v_0u_0-u_0v_0=0$. Therefore $w=0$, which means

$$v_0\,u=u_0\,v.$$

Taking the inner product with $u$, and using $\langle u,u\rangle=1$ and $\langle u,v\rangle=0$, gives $v_0=0$. But then $v$ is an eigenvector that vanishes on the first site, so $v=0$, which contradicts its unit norm.

The function `eigenvalues` lists the energies with their multiplicity, one for each index in `Fin (n + 1)`. That it is `Function.Injective` says that no value occurs twice. The Lean proof follows the lines above: `hd` is $w=0$, `hs` is the proportionality, `h3` becomes $v_0=0$, and `hz` is $v=0$. It uses the result on the first amplitude twice and does not go through the dimension bound.

The theorem gives no lower bound on the spacing. Two equal sites joined by a weak bond $t_0$ have levels $2|t_0|$ apart, which can be smaller than the resolution of a numerical calculation.

```lean
/-- If no hopping vanishes, the `n + 1` energy levels of the chain are pairwise distinct. -/
theorem levels_distinct (ε : ℕ → ℝ) {t : ℕ → ℝ} {n : ℕ} (ht : ∀ k < n, t k ≠ 0) :
    Function.Injective (chain_isHermitian ε t n).eigenvalues := by
  intro i j hij
  by_contra hne
  have hH := chain_isHermitian ε t n
  let b := hH.eigenvectorBasis
  have e : ∀ k, chain ε t n *ᵥ (b k).ofLp = hH.eigenvalues k • (b k).ofLp :=
    fun k => hH.mulVec_eigenvectorBasis k
  have ei : chain ε t n *ᵥ (b i).ofLp = hH.eigenvalues j • (b i).ofLp :=
    (e i).trans (congrArg (fun x : ℝ => x • (b i).ofLp) hij)
  -- this combination of the two eigenvectors vanishes on the first site
  have hd : (b j).ofLp 0 • (b i).ofLp - (b i).ofLp 0 • (b j).ofLp = 0 := by
    refine eq_zero_of_first_eq_zero (ε := ε) ht (E := hH.eigenvalues j) ?_ ?_
    · rw [Matrix.mulVec_sub, Matrix.mulVec_smul, Matrix.mulVec_smul, ei, e j]
      module
    · simp only [Pi.sub_apply, Pi.smul_apply, smul_eq_mul]
      ring
  have hs : (b j).ofLp 0 • b i = (b i).ofLp 0 • b j := by
    ext x
    exact congrFun (sub_eq_zero.1 hd) x
  -- orthogonality then removes the first amplitude of the second eigenvector
  have h1 : inner ℝ (b i) (b i) = (1 : ℝ) := by
    rw [real_inner_self_eq_norm_sq, b.orthonormal.1 i, one_pow]
  have h2 : inner ℝ (b i) (b j) = (0 : ℝ) := b.orthonormal.2 hne
  have h3 : inner ℝ (b i) ((b j).ofLp 0 • b i) = inner ℝ (b i) ((b i).ofLp 0 • b j) := by
    rw [hs]
  rw [inner_smul_right, inner_smul_right, h1, h2, mul_one, mul_zero] at h3
  have hz := eq_zero_of_first_eq_zero ht (e j) h3
  refine b.orthonormal.ne_zero j ?_
  ext x
  exact congrFun hz x
```

## Three sites in numbers

Take $n=2$, all on-site energies zero, $t_0=3$ and $t_1=4$:

$$H=\begin{pmatrix}0&3&0\\3&0&4\\0&4&0\end{pmatrix}.$$

Set $\psi_0=1$. The first site gives $3\psi_1=E$, so $\psi_1=E/3$. The middle site gives $3+4\psi_2=E\psi_1$, so $\psi_2=(E^2-9)/12$. The last site requires $4\psi_1=E\psi_2$, that is

$$16E=E(E^2-9),\qquad\text{or}\qquad E(E^2-25)=0.$$

The levels are $-5$, $0$ and $5$, and each has one normalised eigenvector up to sign:

| $E$ | $(\psi_0,\psi_1,\psi_2)$ |
|---|---|
| $-5$ | $(3,-5,4)/(5\sqrt2)$ |
| $0$ | $(4,0,-3)/5$ |
| $5$ | $(3,5,4)/(5\sqrt2)$ |

The state at $E=0$ vanishes on the middle site without vanishing altogether. A node inside the chain is harmless, because the pair $(\psi_1,\psi_0)$ handed to the transfer matrix is still nonzero.

## A cut bond can produce a degeneracy

The condition on the hoppings stands for a chain that is connected from end to end. Take two sites of equal energy $e$ and set $t_0=0$. Then

$$H=\begin{pmatrix}e&0\\0&e\end{pmatrix},$$

and every vector $\psi\in\mathbb R^2$ satisfies $H\psi=e\psi$. The eigenspace at $e$ is the whole plane and has dimension two. The edge equation now reads $0\cdot\psi_1=0$ when $\psi_0=0$, and says nothing about the second site.

The proof shows that the eigenspace is the full space `⊤` by checking the two components, and then counts its dimension. A cut does not always produce a degeneracy: two separated sites with different energies still have two different levels.

```lean
/-- Two sites of equal energy `e` with the bond between them cut have a two-dimensional
eigenspace at energy `e`. -/
theorem cut_bond_degenerate (e : ℝ) :
    Module.finrank ℝ (Module.End.eigenspace
      (Matrix.toLin' (chain (fun _ => e) (fun _ => 0) 1)) e) = 2 := by
  have htop : Module.End.eigenspace
      (Matrix.toLin' (chain (fun _ => e) (fun _ => 0) 1)) e = ⊤ := by
    refine eq_top_iff.2 (fun ψ _ => Module.End.mem_eigenspace_iff.2 ?_)
    rw [Matrix.toLin'_apply]
    ext i
    fin_cases i <;> simp [chain, Matrix.mulVec, dotProduct, Fin.sum_univ_succ]
  rw [htop, finrank_top]
  simp

end

end TightBindingChain
```

```lean
#print axioms TightBindingChain.finrank_eigenspace_le_one
#print axioms TightBindingChain.levels_distinct
#print axioms TightBindingChain.cut_bond_degenerate
```

```
'TightBindingChain.finrank_eigenspace_le_one' depends on axioms: [propext, Classical.choice, Quot.sound]
'TightBindingChain.levels_distinct' depends on axioms: [propext, Classical.choice, Quot.sound]
'TightBindingChain.cut_bond_degenerate' depends on axioms: [propext, Classical.choice, Quot.sound]
```
